# Coqblin–Schrieffer exchange swaps the spins of two electrons in different orbitals

Take one electron in orbital $d$ with spin $a$ and another in orbital $f$ with spin $b$. The theorem says that the exchange form $\sum_{s,r} d_s^\dagger d_r c_r^\dagger f_s$ takes $d_a^\dagger f_b^\dagger|\mathrm{vac}\rangle$ to $d_b^\dagger c_a^\dagger|\mathrm{vac}\rangle$, so the second electron goes to orbital $c$ and the two spins are interchanged. Here $d$ differs from both $c$ and $f$, though $c$ and $f$ may coincide. The operators are linear maps on a complex vector space that obey the canonical anticommutation relations, and the vacuum is a vector, not assumed normalised, that every annihilation operator sends to zero. The proof moves the annihilation operators to the right, shows that only the term with $s=b$ and $r=a$ survives, and then evaluates the sum.

An attempt in Lean 4 with a fault in it:

```lean
import Mathlib

open Complex

namespace CoqblinSchrieffer

noncomputable section

variable {O A : Type*} [Ring A]

/-- Canonical anticommutation relations for creation operators `cr p s` and annihilation
operators `an p s` of orbital `p` and spin `s`. -/
structure IsCanonical (cr an : O → Fin 2 → A) : Prop where
  cr_cr : ∀ p q s r, cr p s * cr q r + cr q r * cr p s = 0
  an_an : ∀ p q s r, an p s * an q r + an q r * an p s = 0
  an_cr_same : ∀ p s r, an p s * cr p r + cr p r * an p s = if s = r then 1 else 0
  an_cr_ne : ∀ p q s r, p ≠ q → an p s * cr q r + cr q r * an p s = 0

/-- The Coqblin-Schrieffer exchange form `∑ d_s† d_r c_r† f_s`. -/
def exchange (cr an : O → Fin 2 → A) (d c f : O) : A :=
  ∑ s, ∑ r, cr d s * an d r * cr c r * an f s

/-- Let `d` be different from `c` and `f`. Acting on one electron in `d` with spin `a` and one in
`f` with spin `b` above the vacuum, the exchange form moves the second electron to `c` and
interchanges the two spins. -/
theorem exchange_swaps_spins {V : Type*} [AddCommGroup V] [Module ℂ V]
    {cr an : O → Fin 2 → Module.End ℂ V} (h : IsCanonical cr an) {d c f : O}
    (hdc : d ≠ c) (hfd : f ≠ d) (vac : V) (hvac : ∀ p s, an p s vac = 0) (a b : Fin 2) :
    exchange cr an d c f (cr d a (cr f b vac)) = cr d b (cr c a vac) := by
  have same : ∀ p s r, an p s (cr p r vac) = if s = r then vac else 0 := by
    intro p s r
    have e := LinearMap.congr_fun (h.an_cr_same p s r) vac
    simp only [LinearMap.add_apply, Module.End.mul_apply, hvac, map_zero, add_zero] at e
    rw [e]
    split_ifs <;> simp
  have diff : ∀ p q, p ≠ q → ∀ s r x, an p s (cr q r x) = -cr q r (an p s x) := by
    intro p q hpq s r x
    have e := LinearMap.congr_fun (h.an_cr_ne p q s r hpq) x
    exact eq_neg_of_add_eq_zero_left e
  -- only the term with `s = b` and `r = a` survives
  have term : ∀ s r, cr d s (an d r (cr c r (an f s (cr d a (cr f b vac))))) =
      if r = a then (if s = b then cr d s (cr c r vac) else 0) else 0 := by
    intro s r
    rw [diff f d hfd, same, diff d c hdc, map_neg, map_neg, neg_neg]
    by_cases hs : s = b <;> by_cases hr : r = a <;> simp [hs, hr, same]
  simp only [exchange, LinearMap.sum_apply, Module.End.mul_apply, term]
  simp

end

end CoqblinSchrieffer
```

The error:

```
Main.lean:44:60: error: Tactic `rewrite` failed: Did not find an occurrence of the pattern
  - -?a
in the target expression
  -(cr d s) ((cr c r) (-(an d r) ((cr d a) (if s = b then vac else 0)))) =
    if r = a then if s = b then (cr d s) ((cr c r) vac) else 0 else 0

O : Type u_1
V : Type u_3
inst✝¹ : AddCommGroup V
inst✝ : Module ℂ V
cr an : O → Fin 2 → Module.End ℂ V
h : IsCanonical cr an
d c f : O
hdc : d ≠ c
hfd : f ≠ d
vac : V
hvac : ∀ (p : O) (s : Fin 2), (an p s) vac = 0
a b : Fin 2
same : ∀ (p : O) (s r : Fin 2), (an p s) ((cr p r) vac) = if s = r then vac else 0
diff : ∀ (p q : O), p ≠ q → ∀ (s r : Fin 2) (x : V), (an p s) ((cr q r) x) = -(cr q r) ((an p s) x)
s r : Fin 2
⊢ -(cr d s) ((cr c r) (-(an d r) ((cr d a) (if s = b then vac else 0)))) =
    if r = a then if s = b then (cr d s) ((cr c r) vac) else 0 else 0
```

Diagnosis. The error is at `neg_neg`, which rewrites `- -x` to `x` and needs the two minus signs side by side. The two uses of `diff` each bring in a sign, but at different depths in the nested operators. The first `map_neg` takes one sign out through `cr d s`, to the front of the left-hand side. The second takes the other sign out through `an d r` only, so it is still inside `cr c r`, which is itself inside `cr d s`. The signs do cancel mathematically, but the expression contains no `- -x` for `rw` to find.

The repair ends the `rw` after `diff d c hdc` and leaves the signs to the `simp` that already follows the case split. `simp` can use `map_neg` as often as needed, and then `neg_neg` once the signs meet. Removing `neg_neg` is what takes away the error. The two `map_neg` steps had succeeded, and dropping them is mere tidying, since `simp` does their work too.

This version goes through:

```diff
@@ -42,5 +42,5 @@
       if r = a then (if s = b then cr d s (cr c r vac) else 0) else 0 := by
     intro s r
-    rw [diff f d hfd, same, diff d c hdc, map_neg, map_neg, neg_neg]
+    rw [diff f d hfd, same, diff d c hdc]
     by_cases hs : s = b <;> by_cases hr : r = a <;> simp [hs, hr, same]
   simp only [exchange, LinearMap.sum_apply, Module.End.mul_apply, term]
```
